# In a massless charge pair, an emitter's azimuthally averaged share of soft-photon radiation vanishes outside the opening cone

## Dividing an interference pattern between two charges

Two opposite charges produced together radiate a soft photon coherently, so asking how far from one charge its radiation extends requires a choice: which part of the joint pattern belongs to that charge?

Let p and q be the unit vectors along the two outgoing charges and k the unit vector along the photon. (In textbooks these letters usually denote four-momenta.) For massless charges, the soft limit of the tree-level emission probability has the angular dependence

W = (1 − p·q) / ((1 − p·k)(1 − q·k)),

called the antenna pattern. The share assigned to the emitter p is

S = ½ [ W + 1/(1 − p·k) − 1/(1 − q·k) ].

Let p ≠ q. Near k = p, W behaves like 1/(1 − p·k), and S keeps this peak in full. Near k = q the leading peak cancels. Exchanging p and q gives the partner's share, and the two shares add up to W.

## The averaged share is cut off at the opening angle

Put the emitter on the polar axis, the partner at opening angle b and the photon at polar angle a and azimuth φ. The theorem `angular_ordering` says that for 0 < a ≤ π, 0 ≤ b ≤ π and a ≠ b, the average of S over a full turn in φ is

1/(1 − cos a) if a < b, and 0 if a > b.

The back-to-back pair, b = π, is included.

In Lean, `dir a φ` is the unit vector with those angles, `⬝ᵥ` is the scalar product, and `antenna` and `emitterPart` are W and S. `azimuthalAverage` is the integral from 0 to 2π divided by 2π. The emitter is `dir 0 0` and the partner `dir b 0`, which fixes φ = 0 as the partner's azimuth.

The antenna pattern enters as a definition. The step from the QED amplitude to it, which takes the photon as soft and the charges as massless, is assumed. Coupling and photon energy are left out as overall factors.

## From the spherical law of cosines to the step

The scalar products are p·k = cos a, p·q = cos b and

q·k = C(φ) = cos a cos b + sin a sin b cos φ.

Since (1 − cos b) − (1 − cos a) = cos a − cos b, the share becomes

S = [ 1 + (cos a − cos b)/(1 − C(φ)) ] / (2(1 − cos a)).

Only the average of 1/(1 − C) is needed. Write 1 − C = A − B cos φ with A = 1 − cos a cos b and B = sin a sin b, and set D = |cos a − cos b|, which is positive because a ≠ b. Then

A² − B² = (1 − cos a cos b)² − (1 − cos² a)(1 − cos² b) = (cos a − cos b)² = D²,

2A = (cos a − cos b)² + sin² a + sin² b > 0.

Hence |B| < A, and N = A − B cos φ is positive for every φ. Let Q = N + D and u = B sin φ / Q. Using B² = (A + D)(A − D),

Q² + B² sin² φ = 2(A + D)N,

u′ = (A + D)(D − N)/Q².

Therefore 2u′/(1 + u²) = D/N − 1, and

F(φ) = (φ + 2 arctan u)/D

has derivative 1/N. Because u vanishes at 0 and 2π, the integral of 1/N over the turn is 2π/D, and the average of 1/(1 − C) is 1/|cos a − cos b|. So

average of S = [ 1 + (cos a − cos b)/|cos a − cos b| ] / (2(1 − cos a)).

The cosine decreases on [0, π]. For a < b the fraction in the bracket is +1, which gives 1/(1 − cos a); for a > b it is −1, which gives zero.

## Both signs outside the cone

For 0 < b < a < π the zero comes from cancellation between different azimuths; for b = 0 or a = π the share outside the cone is zero at every azimuth. Take a = π/2 and 0 < b < π/2, so that the photon lies outside the cone. Then

S(0) = (1 − sin b − cos b)/(2(1 − sin b)) < 0,

S(π/2) = (1 − cos b)/2 > 0.

The first sign follows from sin b + cos b > sin² b + cos² b = 1. The share at fixed azimuth is therefore not a probability density.

## The logarithm in a soft-photon rate

Let the two charges be plus and minus one elementary charge. With ω the photon energy, α the fine-structure constant and dΩ the photon's solid angle, the soft emission probability, summed over photon polarisations, is

dP = (α/π) (dω/ω) (dΩ/2π) W.

Replace W by S and integrate over φ. For b > 0, photons at angles above a cutoff δ, with 0 < δ < b, then contribute

(α/π) (dω/ω) ∫ from δ to b of sin a da/(1 − cos a) = (α/π) (dω/ω) ln[(1 − cos b)/(1 − cos δ)].

The opening angle has become the upper limit of the angular integral. Angular-ordered shower simulations use such a limit for successive emissions; the result here concerns one soft photon and a massless pair.

## The Lean file

```lean
import Mathlib

open Real Matrix

namespace SoftPhotonAngularOrdering

noncomputable section

/-- The unit vector with polar angle `a` and azimuth `φ`. -/
def dir (a φ : ℝ) : Fin 3 → ℝ := ![sin a * cos φ, sin a * sin φ, cos a]

/-- The antenna pattern of a soft photon with direction `k` radiated by a massless pair with
directions `p` and `q`, for `k` collinear with neither of them. -/
def antenna (p q k : Fin 3 → ℝ) : ℝ :=
  (1 - p ⬝ᵥ q) / ((1 - p ⬝ᵥ k) * (1 - q ⬝ᵥ k))

/-- The share of the antenna pattern assigned to the emitter `p` with partner `q`, for a photon
direction `k` collinear with neither of them. -/
def emitterPart (p q k : Fin 3 → ℝ) : ℝ :=
  (antenna p q k + 1 / (1 - p ⬝ᵥ k) - 1 / (1 - q ⬝ᵥ k)) / 2

/-- The average of a function of the azimuth over a full turn. -/
def azimuthalAverage (f : ℝ → ℝ) : ℝ := (∫ φ in (0 : ℝ)..(2 * π), f φ) / (2 * π)

/-- The shares of the two charges add up to the full antenna pattern. -/
theorem antenna_split (p q k : Fin 3 → ℝ) :
    antenna p q k = emitterPart p q k + emitterPart q p k := by
  unfold emitterPart antenna
  rw [dotProduct_comm q p, mul_comm (1 - q ⬝ᵥ k) (1 - p ⬝ᵥ k)]
  ring

/-- The scalar product of the polar axis with a direction is the cosine of its polar angle. -/
theorem axis_dot (a φ : ℝ) : dir 0 0 ⬝ᵥ dir a φ = cos a := by
  simp [dir, dotProduct, Fin.sum_univ_succ]

/-- The cosine of the angle between the photon and the partner, by the spherical law of
cosines. -/
theorem partner_dot (a b φ : ℝ) :
    dir b 0 ⬝ᵥ dir a φ = cos a * cos b + sin a * sin b * cos φ := by
  simp [dir, dotProduct, Fin.sum_univ_succ]
  ring

/-- The emitter's share written in the photon angle `a`, the opening angle `b` and the
azimuth `φ`. -/
theorem emitterPart_angles (a b φ : ℝ) :
    emitterPart (dir 0 0) (dir b 0) (dir a φ) =
      ((1 - cos b) / ((1 - cos a) * (1 - (cos a * cos b + sin a * sin b * cos φ)))
        + 1 / (1 - cos a) - 1 / (1 - (cos a * cos b + sin a * sin b * cos φ))) / 2 := by
  unfold emitterPart antenna
  rw [axis_dot, axis_dot, partner_dot]

lemma denom_pos {A B D : ℝ} (hA : 0 < A) (hD : 0 < D) (h : D ^ 2 = A ^ 2 - B ^ 2) (φ : ℝ) :
    0 < A - B * cos φ := by
  have h1 : |B| < A := abs_lt_of_sq_lt_sq (by nlinarith [pow_pos hD 2]) hA.le
  have h2 : B * cos φ ≤ |B| := by
    calc B * cos φ ≤ |B * cos φ| := le_abs_self _
      _ = |B| * |cos φ| := abs_mul _ _
      _ ≤ |B| := mul_le_of_le_one_right (abs_nonneg B) (abs_cos_le_one φ)
  linarith

/-- For positive `A` and `D` with `D² = A² - B²`, the integral of `1/(A - B cos φ)` over a full
turn is `2π/D`. -/
theorem integral_inv_sub_cos {A B D : ℝ} (hA : 0 < A) (hD : 0 < D)
    (h : D ^ 2 = A ^ 2 - B ^ 2) :
    ∫ φ in (0 : ℝ)..(2 * π), 1 / (A - B * cos φ) = 2 * π / D := by
  -- an antiderivative that is smooth on the whole real line
  have hderiv : ∀ φ : ℝ, HasDerivAt
      (fun x => (x + 2 * arctan (B * sin x / (A + D - B * cos x))) / D)
      (1 / (A - B * cos φ)) φ := by
    intro φ
    have hp := denom_pos hA hD h φ
    have hp' : A - B * cos φ ≠ 0 := hp.ne'
    have hq : A + D - B * cos φ ≠ 0 := ne_of_gt (by linarith)
    have hAD : A + D ≠ 0 := ne_of_gt (by linarith)
    have hs := sin_sq_add_cos_sq φ
    have key : (A + D - B * cos φ) ^ 2 + (B * sin φ) ^ 2
        = 2 * (A + D) * (A - B * cos φ) := by
      linear_combination B ^ 2 * hs + h
    have e1 : 1 + (B * sin φ / (A + D - B * cos φ)) ^ 2
        = 2 * (A + D) * (A - B * cos φ) / (A + D - B * cos φ) ^ 2 := by
      rw [eq_div_iff (pow_ne_zero 2 hq), ← key, add_mul, div_pow,
        div_mul_cancel₀ _ (pow_ne_zero 2 hq), one_mul]
    have h1 : HasDerivAt (fun x => B * sin x / (A + D - B * cos x))
        ((A + D) * (B * cos φ - A + D) / (A + D - B * cos φ) ^ 2) φ := by
      refine (((hasDerivAt_sin φ).const_mul B).fun_div
        (((hasDerivAt_cos φ).const_mul B).const_sub (A + D)) hq).congr_deriv ?_
      congr 1
      linear_combination (-B ^ 2) * hs - h
    have h2 := h1.arctan
    rw [e1] at h2
    refine (((hasDerivAt_id' φ).fun_add (h2.const_mul 2)).div_const D).congr_deriv ?_
    field_simp
    ring
  have hint : IntervalIntegrable (fun φ => 1 / (A - B * cos φ)) MeasureTheory.volume
      0 (2 * π) :=
    (continuous_const.div (by fun_prop)
      (fun φ => (denom_pos hA hD h φ).ne')).intervalIntegrable _ _
  rw [intervalIntegral.integral_eq_sub_of_hasDerivAt (fun x _ => hderiv x) hint]
  simp

lemma opening_facts {a b : ℝ} (h : cos a ≠ cos b) :
    0 < 1 - cos a * cos b ∧ 0 < |cos a - cos b| ∧
      |cos a - cos b| ^ 2 = (1 - cos a * cos b) ^ 2 - (sin a * sin b) ^ 2 := by
  have hd : cos a - cos b ≠ 0 := sub_ne_zero.mpr h
  have ha := sin_sq_add_cos_sq a
  have hb := sin_sq_add_cos_sq b
  refine ⟨?_, abs_pos.mpr hd, ?_⟩
  · have h1 : 0 < (cos a - cos b) ^ 2 := by positivity
    nlinarith [sq_nonneg (sin a), sq_nonneg (sin b)]
  · rw [sq_abs]
    linear_combination (sin b) ^ 2 * ha + (1 - (cos a) ^ 2) * hb

/-- If the photon angle `a` and the opening angle `b` have different cosines, the partner's
collinear factor integrates over the azimuth to `2π/|cos a - cos b|`. -/
theorem integral_partner {a b : ℝ} (h : cos a ≠ cos b) :
    ∫ φ in (0 : ℝ)..(2 * π), 1 / (1 - dir b 0 ⬝ᵥ dir a φ) = 2 * π / |cos a - cos b| := by
  obtain ⟨hA, hD, hsq⟩ := opening_facts h
  rw [← integral_inv_sub_cos hA hD hsq]
  simp only [partner_dot, sub_sub]

/-- Angular ordering: for a photon angle `0 < a ≤ π` and an opening angle `0 ≤ b ≤ π` with
`a ≠ b`, the azimuthal average of the emitter's share is `1/(1 - cos a)` inside the cone
`a < b` and zero outside it. -/
theorem angular_ordering {a b : ℝ} (ha : 0 < a) (ha' : a ≤ π) (hb : 0 ≤ b) (hb' : b ≤ π)
    (hab : a ≠ b) :
    azimuthalAverage (fun φ => emitterPart (dir 0 0) (dir b 0) (dir a φ)) =
      if a < b then 1 / (1 - cos a) else 0 := by
  have hne : cos a ≠ cos b := fun h => hab (injOn_cos ⟨ha.le, ha'⟩ ⟨hb, hb'⟩ h)
  have hd : cos a - cos b ≠ 0 := sub_ne_zero.mpr hne
  have hlt := cos_lt_cos_of_nonneg_of_le_pi le_rfl ha' ha
  rw [cos_zero] at hlt
  have h1 : 1 - cos a ≠ 0 := ne_of_gt (by linarith)
  have hpi : π ≠ 0 := pi_ne_zero
  obtain ⟨hA, hD, hsq⟩ := opening_facts hne
  have hC : ∀ φ, 1 - dir b 0 ⬝ᵥ dir a φ ≠ 0 := by
    intro φ
    have := denom_pos hA hD hsq φ
    rw [partner_dot]
    exact ne_of_gt (by linarith)
  -- the share is a constant plus a multiple of the partner's collinear factor
  have hI : ∀ φ, emitterPart (dir 0 0) (dir b 0) (dir a φ) =
      (cos a - cos b) / (2 * (1 - cos a)) * (1 / (1 - dir b 0 ⬝ᵥ dir a φ))
        + 1 / (2 * (1 - cos a)) := by
    intro φ
    have hφ := hC φ
    unfold emitterPart antenna
    rw [axis_dot, axis_dot]
    field_simp
    ring
  have hc : Continuous fun φ => 1 / (1 - dir b 0 ⬝ᵥ dir a φ) :=
    continuous_const.div (by simp only [partner_dot]; fun_prop) hC
  simp only [azimuthalAverage, hI]
  rw [intervalIntegral.integral_add ((hc.intervalIntegrable _ _).const_mul _)
    intervalIntegrable_const, intervalIntegral.integral_const_mul, integral_partner hne,
    intervalIntegral.integral_const, smul_eq_mul, sub_zero]
  -- the sign of `cos a - cos b` decides between doubling and cancellation
  rcases lt_or_gt_of_ne hab with h | h
  · have hcos := cos_lt_cos_of_nonneg_of_le_pi ha.le hb' h
    have e : (cos a - cos b) / (2 * (1 - cos a)) * (2 * π / (cos a - cos b))
        = 2 * π * (1 / (2 * (1 - cos a))) := by
      field_simp
    rw [if_pos h, abs_of_pos (by linarith), e, ← two_mul]
    field_simp
  · have hcos := cos_lt_cos_of_nonneg_of_le_pi hb ha' h
    have e : (cos a - cos b) / (2 * (1 - cos a)) * (2 * π / (-(cos a - cos b)))
        = -(2 * π * (1 / (2 * (1 - cos a)))) := by
      rw [div_neg]
      field_simp
    rw [if_neg (not_lt_of_ge h.le), abs_of_neg (by linarith), e, neg_add_cancel, zero_div]

/-- For an opening angle `0 < b < π/2` and a photon at right angles to the emitter, the
emitter's share is negative at azimuth `0` and positive at azimuth `π/2`. -/
theorem share_outside_cone_changes_sign {b : ℝ} (hb : 0 < b) (hb' : b < π / 2) :
    emitterPart (dir 0 0) (dir b 0) (dir (π / 2) 0) < 0 ∧
      0 < emitterPart (dir 0 0) (dir b 0) (dir (π / 2) (π / 2)) := by
  have hs : 0 < sin b := sin_pos_of_pos_of_lt_pi hb (by linarith [pi_pos])
  have hc : 0 < cos b := cos_pos_of_mem_Ioo ⟨by linarith, hb'⟩
  have hsc := sin_sq_add_cos_sq b
  have hs1 : 0 < 1 - sin b := by nlinarith
  have hc1 : 0 < 1 - cos b := by nlinarith
  constructor
  · have e : emitterPart (dir 0 0) (dir b 0) (dir (π / 2) 0)
        = (1 - sin b - cos b) / (2 * (1 - sin b)) := by
      have hs1' : 1 - sin b ≠ 0 := hs1.ne'
      rw [emitterPart_angles, cos_pi_div_two, sin_pi_div_two, cos_zero, zero_mul, zero_add,
        one_mul, mul_one, sub_zero, one_mul]
      field_simp
      ring
    rw [e]
    exact div_neg_of_neg_of_pos (by nlinarith [mul_pos hs hs1, mul_pos hc hc1]) (by linarith)
  · have e : emitterPart (dir 0 0) (dir b 0) (dir (π / 2) (π / 2)) = (1 - cos b) / 2 := by
      rw [emitterPart_angles, cos_pi_div_two]
      simp
    rw [e]
    linarith

end

end SoftPhotonAngularOrdering
```

```lean
#print axioms SoftPhotonAngularOrdering.antenna_split
#print axioms SoftPhotonAngularOrdering.angular_ordering
#print axioms SoftPhotonAngularOrdering.share_outside_cone_changes_sign
```

```
'SoftPhotonAngularOrdering.antenna_split' depends on axioms: [propext, Classical.choice, Quot.sound]
'SoftPhotonAngularOrdering.angular_ordering' depends on axioms: [propext, Classical.choice, Quot.sound]
'SoftPhotonAngularOrdering.share_outside_cone_changes_sign' depends on axioms: [propext, Classical.choice, Quot.sound]
```

## How the lemmas assemble the average

`antenna_split` is the statement that the shares add up to W. `axis_dot` and `partner_dot` compute the scalar products from components, and `emitterPart_angles` inserts them into the share.

`denom_pos` proves N > 0 from |B| < A. In `integral_inv_sub_cos`, `key` is the identity for Q² + B² sin² φ and `h1` is the derivative u′. The chain rule for the arctangent then gives `hderiv`, the statement F′ = 1/N. The fundamental theorem of calculus turns this into F(2π) − F(0), which `simp` evaluates.

`opening_facts` supplies A > 0, D > 0 and D² = A² − B², and `integral_partner` applies the integral to 1/(1 − C).

In `angular_ordering`, injectivity of the cosine on [0, π] turns a ≠ b into cos a ≠ cos b. The step `hI` writes the share as a constant plus a multiple of 1/(1 − C), so the integral splits into two known ones. The final case distinction resolves the absolute value: the two terms are equal for a < b and cancel for a > b.

`share_outside_cone_changes_sign` reduces the share to the two expressions for S(0) and S(π/2). For the first, `nlinarith` receives the positive products sin b (1 − sin b) and cos b (1 − cos b), whose sum is sin b + cos b − 1.
